# Seven dipole sums of hydrogen from a chain of polynomial response functions

A sum over the bound excited states of hydrogen gives too small a static polarizability. The continuum is missing, and its contribution is positive. The same gap affects the other dipole sums

$$S(k)=2\sum_n \omega_n^{k+1}\,|\langle n|z|0\rangle|^2 ,$$

where $\omega_n$ is the excitation energy from the ground state and the sum includes an integral over the continuum. Polynomial response functions replace the sum over states by a few radial integrals.

## The chain and its averages

In atomic units, with a fixed nucleus and no relativistic terms, the p-wave Hamiltonian is $hu=-u''/2-u'/r+u/r^2-u/r$. Put $u=fe^{-r}$, so that $u'=(f'-f)e^{-r}$ and $u''=(f''-2f'+f)e^{-r}$. The terms in $f/r$ and $f/2$ cancel, which leaves

$$(h+\tfrac12)(fe^{-r})=e^{-r}Lf,\qquad Lf=-\tfrac12f''-\tfrac{f'}r+f'+\tfrac f{r^2}.$$

On powers of $r>0$,

$$L1=\tfrac1{r^2},\quad Lr=1,\quad Lr^2=2r-2,\quad Lr^3=3r^2-5r.$$

Define $f_0=r$, $f_1=r+\frac12r^2$ and $f_2=\frac{11}6r+\frac{11}{12}r^2+\frac16r^3$. Then

$$Lf_0=1,\qquad Lf_1=1+(r-1)=f_0,$$
$$Lf_2=\tfrac{11}6+\tfrac{11}{12}(2r-2)+\tfrac16(3r^2-5r)=r+\tfrac12r^2=f_1.$$

Let $\langle g\rangle=\int_0^\infty4r^2e^{-2r}g\,dr$. The Gamma integral gives $\langle r^k\rangle=(k+2)!/2^{k+1}$, that is $1,\frac32,3,\frac{15}2,\frac{45}2,\frac{315}4$ for $k=0,\dots,5$. The angular average of $\cos^2\theta$ is $\frac13$, so the factor 2 in $S(k)$ becomes $\frac23$:

| Sum | Radial average | Two thirds of it |
|---|---|---|
| $S(2)$ | $\langle L1\rangle=\int_0^\infty4e^{-2r}dr=2$ | $4/3$ |
| $S(1)$ | $\langle1\rangle=1$ | $2/3$ |
| $S(0)$ | $\langle f_0\rangle=3/2$ | $1$ |
| $S(-1)$ | $\langle f_0^2\rangle=3$ | $2$ |
| $S(-2)$ | $\langle f_0f_1\rangle=3+\frac{15}4=\frac{27}4$ | $9/2$ |
| $S(-3)$ | $\langle f_1^2\rangle=3+\frac{15}2+\frac{45}8=\frac{129}8$ | $43/4$ |
| $S(-4)$ | $\langle f_1f_2\rangle=\frac{11}2+\frac{55}4+\frac{225}{16}+\frac{105}{16}=\frac{319}8$ | $319/12$ |

## Why each step changes the power of the energy

Let $W=fg'-f'g$. Then $fLg-gLf=-\frac12W'-W/r+W$, and therefore

$$\frac{d}{dr}\left(-2r^2e^{-2r}W\right)=4r^2e^{-2r}(fLg-gLf).$$

If both averages exist and the surface terms vanish at both ends, integration gives $\langle fLg\rangle=\langle(Lf)g\rangle$. For $L\varphi=\omega\varphi$ this becomes $\langle\varphi Lf\rangle=\omega\langle\varphi f\rangle$, so each application of $L$ multiplies a transition amplitude by $\omega$.

For 2p, take $\varphi=re^{r/2}$. Its derivatives are $\varphi'=(1+\frac r2)e^{r/2}$ and $\varphi''=(1+\frac r4)e^{r/2}$, and substitution gives $L\varphi=\frac38\varphi$. With $f=\varphi$ and $g=f_0$, $r^2e^{-2r}W=-\frac12r^4e^{-3r/2}$, which vanishes at both ends. Since $\langle\varphi^2\rangle=96$, the normalised function is $\varphi/\sqrt{96}$.

Write $d=\langle\varphi f_0\rangle$ for a normalised p state $\varphi$. The amplitudes of $f_2,f_1,f_0,1,L1$ are then $d/\omega^2,\ d/\omega,\ d,\ \omega d,\ \omega^2d$. Completeness of the bound and continuum p states turns the average of a product into the sum of the products of amplitudes, which gives the power of $\omega$ in each $S(k)$. For $S(2)$ the factor $L1=1/r^2$ is not square-integrable with this weight, and the expansion is instead that of the quadratic form of $h+\frac12$, evaluated on the p-wave function with radial part $e^{-r}$. The formal development computes the averages and does not prove these expansions. In particular, the value 1 agrees with the Thomas–Reiche–Kuhn rule for one electron, but is obtained here as an average and not as a sum over states.

## Operators, averages and functions in Lean

```lean
import Mathlib

open MeasureTheory Set Filter Topology

namespace HydrogenSumRules

noncomputable section
```

Radial functions are maps `ℝ → ℝ`, and the differential equations are used only at $r>0$. The letter `L` denotes the shifted Hamiltonian acting on $f$, not angular momentum.

```lean
/-- The p-wave radial Hamiltonian of hydrogen in atomic units, for `r > 0`. -/
def pHamiltonian (u : ℝ → ℝ) (r : ℝ) : ℝ :=
  -(deriv (deriv u) r) / 2 - deriv u r / r + u r / r ^ 2 - u r / r

/-- The operator `L f = -f''/2 - f'/r + f' + f/r²`, for `r > 0`. -/
def L (f : ℝ → ℝ) (r : ℝ) : ℝ :=
  -(deriv (deriv f) r) / 2 - deriv f r / r + deriv f r + f r / r ^ 2
```

The weight in `avg` is the normalised ground-state radial density. In `dipolePairing`, `m` is $\cos\theta$, not a magnetic quantum number, and the angular integral is kept explicit.

```lean
/-- The radial average over the hydrogen ground-state density. -/
def avg (g : ℝ → ℝ) : ℝ := ∫ r in Ioi (0 : ℝ), 4 * r ^ 2 * Real.exp (-(2 * r)) * g r

/-- Twice the ground-state average of `(f cos θ)(g cos θ)`, with `m = cos θ`. -/
def dipolePairing (f g : ℝ → ℝ) : ℝ :=
  2 * ((∫ m in (-1 : ℝ)..1, m ^ 2) / 2) * avg (fun r => f r * g r)
```

The next definitions are the members of the chain and the unnormalised 2p factor.

```lean
/-- The constant function 1. -/
def one : ℝ → ℝ := fun _ => 1

/-- The radial part of the dipole operator. -/
def f0 : ℝ → ℝ := fun r => r

/-- The first response function. -/
def f1 : ℝ → ℝ := fun r => r + r ^ 2 / 2

/-- The second response function. -/
def f2 : ℝ → ℝ := fun r => 11 * r / 6 + 11 * r ^ 2 / 12 + r ^ 3 / 6

/-- The 2p radial function divided by the ground state `exp (-r)`, up to normalisation. -/
def phi2p : ℝ → ℝ := fun r => r * Real.exp (r / 2)
```

## From the Hamiltonian to the chain

The first lemma obtains a second derivative from a first derivative known on the whole half-line, since `deriv f` and `f'` agree near $r$.

```lean
/-- If `f` has derivative `f'` on the half-line and `f'` has derivative `c` at `r > 0`, then the
second derivative of `f` at `r` is `c`. -/
theorem deriv_two {f f' : ℝ → ℝ} {c r : ℝ} (hr : 0 < r)
    (h1 : ∀ x, 0 < x → HasDerivAt f (f' x) x) (h2 : HasDerivAt f' c r) :
    deriv (deriv f) r = c := by
  have h : deriv f =ᶠ[𝓝 r] f' :=
    Filter.eventually_of_mem (Ioi_mem_nhds hr) (fun x hx => (h1 x hx).deriv)
  rw [h.deriv_eq, h2.deriv]
```

The factorisation holds for every $f$ that is twice differentiable on $r>0$. The product rule supplies $u'$ and $u''$, and `ring` performs the cancellation.

```lean
/-- For `f` twice differentiable on `r > 0`, the p-wave Hamiltonian minus the energy `-1/2` takes
`f exp (-r)` to `(L f) exp (-r)` at every `r > 0`. -/
theorem hamiltonian_on_ground {f : ℝ → ℝ} (hf : ∀ x, 0 < x → DifferentiableAt ℝ f x)
    (hf' : ∀ x, 0 < x → DifferentiableAt ℝ (deriv f) x) {r : ℝ} (hr : 0 < r) :
    pHamiltonian (fun x => f x * Real.exp (-x)) r - (-1 / 2) * (f r * Real.exp (-r))
      = L f r * Real.exp (-r) := by
  have e : ∀ x : ℝ, HasDerivAt (fun x => Real.exp (-x)) (-Real.exp (-x)) x := fun x =>
    ((hasDerivAt_id' x).fun_neg.exp).congr_deriv (by ring)
  have h1 : ∀ x, 0 < x → HasDerivAt (fun x => f x * Real.exp (-x))
      ((deriv f x - f x) * Real.exp (-x)) x := fun x hx =>
    ((hf x hx).hasDerivAt.fun_mul (e x)).congr_deriv (by ring)
  have h2 : HasDerivAt (fun x => (deriv f x - f x) * Real.exp (-x))
      ((deriv (deriv f) r - deriv f r - (deriv f r - f r)) * Real.exp (-r)) r :=
    (((hf' r hr).hasDerivAt.fun_sub (hf r hr).hasDerivAt).fun_mul (e r)).congr_deriv (by ring)
  simp only [pHamiltonian, L]
  rw [deriv_two hr h1 h2, (h1 r hr).deriv]
  ring
```

`L_cubic` combines the four actions on powers. Writing each response function as a cubic then proves the chain.

```lean
/-- The action of `L` on a cubic polynomial at `r > 0`. -/
theorem L_cubic {r : ℝ} (hr : 0 < r) (a b c d : ℝ) :
    L (fun x => a + b * x + c * x ^ 2 + d * x ^ 3) r
      = a / r ^ 2 + b + c * (2 * r - 2) + d * (3 * r ^ 2 - 5 * r) := by
  have h : ∀ a b c d x : ℝ, HasDerivAt (fun x => a + b * x + c * x ^ 2 + d * x ^ 3)
      (b + 2 * c * x + 3 * d * x ^ 2 + 0 * x ^ 3) x := by
    intro a b c d x
    have h2 : HasDerivAt (fun x : ℝ => x ^ 2) (2 * x) x := by simpa using hasDerivAt_pow 2 x
    have h3 : HasDerivAt (fun x : ℝ => x ^ 3) (3 * x ^ 2) x := by
      simpa using hasDerivAt_pow 3 x
    exact (((((hasDerivAt_const x a).fun_add ((hasDerivAt_id' x).const_mul b)).fun_add
      (h2.const_mul c)).fun_add (h3.const_mul d))).congr_deriv (by ring)
  simp only [L]
  rw [deriv_two hr (fun x _ => h a b c d x) (h b (2 * c) (3 * d) 0 r), (h a b c d r).deriv]
  field_simp
  ring

/-- For `r > 0` the response functions form a chain: `L` takes `f2` to `f1`, `f1` to `f0`,
`f0` to 1, and 1 to `1/r²`. -/
theorem response_chain {r : ℝ} (hr : 0 < r) :
    L f2 r = f1 r ∧ L f1 r = f0 r ∧ L f0 r = 1 ∧ L one r = 1 / r ^ 2 := by
  have e2 : f2 = fun x => 0 + 11 / 6 * x + 11 / 12 * x ^ 2 + 1 / 6 * x ^ 3 := by
    funext x; simp only [f2]; ring
  have e1 : f1 = fun x => 0 + 1 * x + 1 / 2 * x ^ 2 + 0 * x ^ 3 := by
    funext x; simp only [f1]; ring
  have e0 : f0 = fun x => 0 + 1 * x + 0 * x ^ 2 + 0 * x ^ 3 := by
    funext x; simp only [f0]; ring
  have e : one = fun x => 1 + 0 * x + 0 * x ^ 2 + 0 * x ^ 3 := by
    funext x; simp only [one]; ring
  refine ⟨?_, ?_, ?_, ?_⟩
  · rw [e2, L_cubic hr]; simp only [f1]; ring
  · rw [e1, L_cubic hr]; simp only [f0]; ring
  · rw [e0, L_cubic hr]; ring
  · rw [e, L_cubic hr]; ring
```

## Moments and the seven values

`moment` specialises Mathlib's Gamma integral. Lean gives a non-integrable function the integral zero, so the positive value in `moment` forces integrability in the lemma after it.

```lean
/-- The radial moments of an exponential with decay constant `a > 0`. -/
theorem moment (n : ℕ) {a : ℝ} (ha : 0 < a) :
    ∫ r in Ioi (0 : ℝ), r ^ n * Real.exp (-(a * r)) = n.factorial / a ^ (n + 1) := by
  have h := Real.integral_rpow_mul_exp_neg_mul_Ioi (a := (n : ℝ) + 1) (r := a)
    (by positivity) ha
  have hp := Real.rpow_natCast (1 / a) (n + 1)
  rw [Nat.cast_add, Nat.cast_one] at hp
  rw [Real.Gamma_nat_eq_factorial, hp] at h
  simp only [add_sub_cancel_right, Real.rpow_natCast] at h
  rw [h, div_pow, one_pow]
  ring

/-- A power of `r` times an exponential with decay constant `a > 0` is integrable. -/
theorem moment_integrable (n : ℕ) {a : ℝ} (ha : 0 < a) :
    IntegrableOn (fun r : ℝ => r ^ n * Real.exp (-(a * r))) (Ioi 0) := by
  by_contra h
  have h0 := moment n ha
  rw [integral_undef h] at h0
  have : (0 : ℝ) < n.factorial / a ^ (n + 1) := by positivity
  linarith
```

Integrability allows a polynomial to be averaged term by term. The angular integral then yields $\frac23$, and `pairing_quintic` inserts the six moments listed above.

```lean
/-- The ground-state average of a polynomial in `r`, term by term. -/
theorem avg_poly {N : ℕ} (c : Fin N → ℝ) :
    avg (fun r => ∑ k, c k * r ^ (k : ℕ))
      = ∑ k, c k * (4 * (((k : ℕ) + 2).factorial : ℝ) / 2 ^ ((k : ℕ) + 3)) := by
  have h : ∀ r : ℝ, 4 * r ^ 2 * Real.exp (-(2 * r)) * ∑ k, c k * r ^ (k : ℕ)
      = ∑ k, (4 * c k) * (r ^ ((k : ℕ) + 2) * Real.exp (-(2 * r))) := by
    intro r
    rw [Finset.mul_sum]
    exact Finset.sum_congr rfl (fun k _ => by ring)
  unfold avg
  simp_rw [h]
  rw [integral_finsetSum _ (fun (k : Fin N) _ =>
    Integrable.const_mul (moment_integrable ((k : ℕ) + 2) two_pos) (4 * c k))]
  refine Finset.sum_congr rfl (fun k _ => ?_)
  rw [integral_const_mul, moment _ two_pos]
  ring

/-- The dipole pairing is two thirds of the radial average. -/
theorem dipolePairing_eq (f g : ℝ → ℝ) :
    dipolePairing f g = 2 / 3 * avg (fun r => f r * g r) := by
  have h : ∫ m in (-1 : ℝ)..1, m ^ 2 = 2 / 3 := by
    rw [integral_pow]; norm_num
  rw [dipolePairing, h]
  ring

/-- The dipole pairing of two functions whose product is a quintic polynomial. -/
theorem pairing_quintic {f g : ℝ → ℝ} (a b c d e k : ℝ)
    (h : ∀ r, f r * g r = a + b * r + c * r ^ 2 + d * r ^ 3 + e * r ^ 4 + k * r ^ 5) :
    dipolePairing f g
      = 2 / 3 * (a + 3 / 2 * b + 3 * c + 15 / 2 * d + 45 / 2 * e + 315 / 4 * k) := by
  have hs : (fun r => f r * g r)
      = fun r => ∑ i : Fin 6, (![a, b, c, d, e, k] i) * r ^ (i : ℕ) := by
    funext r
    rw [h r]
    simp [Fin.sum_univ_six]
  have v2 : ![a, b, c, d, e, k] 2 = c := rfl
  have v3 : ![a, b, c, d, e, k] 3 = d := rfl
  have v4 : ![a, b, c, d, e, k] 4 = e := rfl
  have v5 : ![a, b, c, d, e, k] 5 = k := rfl
  rw [dipolePairing_eq, hs, avg_poly, Fin.sum_univ_six]
  simp only [v2, v3, v4, v5]
  norm_num [Nat.factorial]
  ring
```

`dipole_sums` states the table's last column. Its first case cancels $r^2$ against $1/r^2$ before integrating; the other six supply polynomial coefficients.

```lean
/-- The seven dipole pairings along the response chain of hydrogen, in atomic units. -/
theorem dipole_sums :
    dipolePairing one (L one) = 4 / 3 ∧ dipolePairing one one = 2 / 3 ∧
    dipolePairing one f0 = 1 ∧ dipolePairing f0 f0 = 2 ∧ dipolePairing f0 f1 = 9 / 2 ∧
    dipolePairing f1 f1 = 43 / 4 ∧ dipolePairing f1 f2 = 319 / 12 := by
  refine ⟨?_, ?_, ?_, ?_, ?_, ?_, ?_⟩
  · -- the weight r² cancels the centrifugal term 1/r²
    have h : avg (fun r => one r * L one r)
        = ∫ r in Ioi (0 : ℝ), 4 * (r ^ 0 * Real.exp (-(2 * r))) := by
      refine setIntegral_congr_fun measurableSet_Ioi (fun r hr => ?_)
      have hr0 : r ≠ 0 := ne_of_gt hr
      simp only [(response_chain hr).2.2.2, one]
      field_simp
    rw [dipolePairing_eq, h, integral_const_mul, moment 0 two_pos]
    norm_num
  · rw [pairing_quintic 1 0 0 0 0 0 (fun r => by simp only [one]; ring)]; norm_num
  · rw [pairing_quintic 0 1 0 0 0 0 (fun r => by simp only [one, f0]; ring)]; norm_num
  · rw [pairing_quintic 0 0 1 0 0 0 (fun r => by simp only [f0]; ring)]; norm_num
  · rw [pairing_quintic 0 0 1 (1 / 2) 0 0 (fun r => by simp only [f0, f1]; ring)]; norm_num
  · rw [pairing_quintic 0 0 1 1 (1 / 4) 0 (fun r => by simp only [f1]; ring)]; norm_num
  · rw [pairing_quintic 0 0 (11 / 6) (11 / 6) (5 / 8) (1 / 12)
      (fun r => by simp only [f1, f2]; ring)]
    norm_num
```

For this one-electron, non-relativistic atom, $S(-2)=9/2$ is the static polarizability in atomic units, against which a finite basis for the response can be compared.

## Symmetry and the 2p transition

`surface` is $r^2e^{-2r}W$. A `GreenPair` collects the assumptions behind the integration: two derivatives on $r>0$, integrable matrix elements, and no surface contribution at the nucleus or at infinity.

```lean
/-- The surface term in Green's identity for `L`, without its constant factor `-2`. -/
def surface (f g : ℝ → ℝ) (r : ℝ) : ℝ :=
  r ^ 2 * Real.exp (-(2 * r)) * (f r * deriv g r - deriv f r * g r)

/-- Two functions, twice differentiable on `r > 0`, with integrable matrix elements of `L`
and surface terms that vanish at the nucleus and at infinity. -/
structure GreenPair (f g : ℝ → ℝ) : Prop where
  df : ∀ r, 0 < r → DifferentiableAt ℝ f r ∧ DifferentiableAt ℝ (deriv f) r
  dg : ∀ r, 0 < r → DifferentiableAt ℝ g r ∧ DifferentiableAt ℝ (deriv g) r
  int_right : IntegrableOn (fun r => 4 * r ^ 2 * Real.exp (-(2 * r)) * (f r * L g r)) (Ioi 0)
  int_left : IntegrableOn (fun r => 4 * r ^ 2 * Real.exp (-(2 * r)) * (L f r * g r)) (Ioi 0)
  nucleus : Tendsto (surface f g) (𝓝[>] 0) (𝓝 0)
  infinity : Tendsto (surface f g) atTop (𝓝 0)
```

In `L_symmetric`, `hd` is the total-derivative identity, and `key` integrates it over the half-line.

```lean
/-- `L` is symmetric in the ground-state average on every Green pair. -/
theorem L_symmetric {f g : ℝ → ℝ} (h : GreenPair f g) :
    avg (fun r => f r * L g r) = avg (fun r => L f r * g r) := by
  have hd : ∀ r ∈ Ioi (0 : ℝ), HasDerivAt (fun r => -2 * surface f g r)
      (4 * r ^ 2 * Real.exp (-(2 * r)) * (f r * L g r)
        - 4 * r ^ 2 * Real.exp (-(2 * r)) * (L f r * g r)) r := by
    intro r hr
    have hr0 : r ≠ 0 := ne_of_gt hr
    have hp : HasDerivAt (fun x : ℝ => x ^ 2) (2 * r) r := by simpa using hasDerivAt_pow 2 r
    have he := ((hasDerivAt_id' r).const_mul 2).fun_neg.exp
    have hw := ((h.df r hr).1.hasDerivAt.fun_mul (h.dg r hr).2.hasDerivAt).fun_sub
      ((h.df r hr).2.hasDerivAt.fun_mul (h.dg r hr).1.hasDerivAt)
    refine (((hp.fun_mul he).fun_mul hw).const_mul (-2)).congr_deriv ?_
    simp only [L]
    generalize Real.exp (-(2 * r)) = E
    field_simp
    ring
  have h0 : surface f g 0 = 0 := by simp [surface]
  have hc : ContinuousWithinAt (fun r => -2 * surface f g r) (Ici 0) 0 := by
    rw [← continuousWithinAt_Ioi_iff_Ici]
    have ht := h.nucleus.const_mul (-2)
    rw [mul_zero] at ht
    change Tendsto _ (𝓝[>] 0) (𝓝 (-2 * surface f g 0))
    rw [h0, mul_zero]
    exact ht
  have ht : Tendsto (fun r => -2 * surface f g r) atTop (𝓝 0) := by
    simpa using h.infinity.const_mul (-2)
  -- integrate the total derivative over the half-line
  have key := integral_Ioi_of_hasDerivAt_of_tendsto hc hd (h.int_right.sub h.int_left) ht
  rw [integral_sub h.int_right h.int_left, h0] at key
  unfold avg
  linarith
```

The amplitude rule moves `L` onto $\varphi$ and takes $\omega$ out of the integral. It applies to any eigenfunction that forms a Green pair with $f$.

```lean
/-- If `φ` is an eigenfunction of `L` with excitation energy `ω`, and `φ`, `f` are a Green pair,
then applying `L` to `f` multiplies its transition amplitude to `φ` by `ω`. -/
theorem transition_amplitude {φ f : ℝ → ℝ} {ω : ℝ} (h : GreenPair φ f)
    (hφ : ∀ r, 0 < r → L φ r = ω * φ r) :
    avg (fun r => φ r * L f r) = ω * avg (fun r => φ r * f r) := by
  rw [L_symmetric h]
  unfold avg
  rw [← integral_const_mul]
  refine setIntegral_congr_fun measurableSet_Ioi (fun r hr => ?_)
  simp only [hφ r hr]
  ring
```

The last theorem verifies the eigenvalue $3/8$ and every Green-pair condition for 2p with `f0`. The integrability conditions reduce to moments with decay constant $3/2$.

```lean
/-- The 2p function is an eigenfunction of `L` with excitation energy 3/8, and it forms a
Green pair with the dipole function `f0`. -/
theorem transition_amplitude_witness :
    (∀ r, 0 < r → L phi2p r = 3 / 8 * phi2p r) ∧ GreenPair phi2p f0 := by
  have he : ∀ x : ℝ, HasDerivAt (fun x => Real.exp (x / 2)) (Real.exp (x / 2) * (1 / 2)) x :=
    fun x => ((hasDerivAt_id' x).div_const 2).exp
  have h1 : ∀ x, HasDerivAt phi2p ((1 + x / 2) * Real.exp (x / 2)) x := fun x =>
    ((hasDerivAt_id' x).fun_mul (he x)).congr_deriv (by ring)
  have h2 : ∀ x, HasDerivAt (fun x => (1 + x / 2) * Real.exp (x / 2))
      ((1 + x / 4) * Real.exp (x / 2)) x := fun x =>
    ((((hasDerivAt_id' x).div_const 2).const_add 1).fun_mul (he x)).congr_deriv (by ring)
  have hd : deriv phi2p = fun x => (1 + x / 2) * Real.exp (x / 2) :=
    funext fun x => (h1 x).deriv
  have hd0 : deriv f0 = fun _ => 1 := funext fun x => (hasDerivAt_id' x).deriv
  have hL : ∀ r, 0 < r → L phi2p r = 3 / 8 * phi2p r := by
    intro r hr
    simp only [L]
    rw [deriv_two hr (fun x _ => h1 x) (h2 r), (h1 r).deriv]
    simp only [phi2p]
    field_simp
    ring
  have hE : ∀ r : ℝ, Real.exp (-(3 / 2 * r)) = Real.exp (-(2 * r)) * Real.exp (r / 2) := by
    intro r
    rw [← Real.exp_add]
    congr 1
    ring
  have hs : surface phi2p f0 = fun r => -1 / 2 * (r ^ 4 * Real.exp (-(3 / 2 * r))) := by
    funext r
    simp only [surface, hd, hd0, phi2p, f0, hE]
    ring
  have ha : (0 : ℝ) < 3 / 2 := by norm_num
  refine ⟨hL, ⟨fun r _ => ⟨(h1 r).differentiableAt, ?_⟩, fun r _ => ⟨?_, ?_⟩, ?_, ?_, ?_, ?_⟩⟩
  · rw [hd]; exact (h2 r).differentiableAt
  · exact (hasDerivAt_id' r).differentiableAt
  · rw [hd0]; exact (hasDerivAt_const r (1 : ℝ)).differentiableAt
  · refine IntegrableOn.congr_fun (Integrable.const_mul (moment_integrable 3 ha) 4)
      (fun r hr => ?_) measurableSet_Ioi
    simp only [(response_chain hr).2.2.1, phi2p, hE]
    ring
  · refine IntegrableOn.congr_fun (Integrable.const_mul (moment_integrable 4 ha) (3 / 2))
      (fun r hr => ?_) measurableSet_Ioi
    simp only [hL r hr, phi2p, f0, hE]
    ring
  · have hc : Continuous (fun r : ℝ => -1 / 2 * (r ^ 4 * Real.exp (-(3 / 2 * r)))) := by
      fun_prop
    have ht : Tendsto (fun r : ℝ => -1 / 2 * (r ^ 4 * Real.exp (-(3 / 2 * r))))
        (𝓝 0) (𝓝 0) := by
      simpa using hc.tendsto 0
    rw [hs]
    exact ht.mono_left nhdsWithin_le_nhds
  · have ht := tendsto_rpow_mul_exp_neg_mul_atTop_nhds_zero ((4 : ℕ) : ℝ) (3 / 2) ha
    simp only [Real.rpow_natCast, neg_mul] at ht
    have ht' := ht.const_mul (-1 / 2)
    rw [mul_zero] at ht'
    rw [hs]
    exact ht'

end

end HydrogenSumRules
```

```lean
#print axioms HydrogenSumRules.hamiltonian_on_ground
-- 'HydrogenSumRules.hamiltonian_on_ground' depends on axioms: [propext, Classical.choice, Quot.sound]
#print axioms HydrogenSumRules.dipole_sums
-- 'HydrogenSumRules.dipole_sums' depends on axioms: [propext, Classical.choice, Quot.sound]
#print axioms HydrogenSumRules.transition_amplitude
-- 'HydrogenSumRules.transition_amplitude' depends on axioms: [propext, Classical.choice, Quot.sound]
```

## The next sum

Pairing $f_2$ with itself continues the table by one row. With $\langle r^6\rangle=315$,

$$S(-5)=\tfrac23\langle f_2^2\rangle=\tfrac23\left(\tfrac{121}{36}\cdot3+\tfrac{121}{36}\cdot\tfrac{15}2+\tfrac{209}{144}\cdot\tfrac{45}2+\tfrac{11}{36}\cdot\tfrac{315}4+\tfrac{315}{36}\right)=\tfrac{9673}{144}.$$

This value comes from the written calculation alone.
